# Block diagonalisation of the RPA matrix by a solution of the ring-CCD Riccati equation

A formal statement has to decide what $A$, $B$ and $T$ are. In the random-phase approximation, rows and columns are labelled by a finite set of particle–hole pairs, $A$ and $B$ are built from orbital energies and two-electron integrals, and for real orbitals both are symmetric. Here they are arbitrary square matrices of the same finite size over a commutative ring $K$, for example $\mathbb R$ or $\mathbb C$. The amplitude matrix $T$ is not constructed from eigenvectors. It is any matrix that is assumed to solve the amplitude equation. The known equivalence of RPA and ring coupled-cluster doubles also identifies the correlation energies, which the theorems below do not treat.

## Claim and derivation

The response problem $\begin{pmatrix}A&B\\B&A\end{pmatrix}\binom{X}{Y}=\omega\begin{pmatrix}1&0\\0&-1\end{pmatrix}\binom{X}{Y}$, multiplied from the left by the metric, is the ordinary eigenvalue problem of $M=\begin{pmatrix}A&B\\-B&-A\end{pmatrix}$.

Let $B+AT+TA+TBT=0$ and let $1-T^2$ be invertible. Then $S=\begin{pmatrix}1&T\\T&1\end{pmatrix}$ is invertible, $S^{-1}MS=\operatorname{diag}(A+BT,\,-(A+BT))$, and $\chi_M=\chi_{A+BT}\,\chi_{-(A+BT)}$, where $\chi_N(x)=\det(x-N)$. In a finite basis with frequency-independent $A$ and $B$, as in RPA, adiabatic linear-response TDDFT or the statically screened Bethe–Salpeter equation with real blocks, this gives the spectrum of the $2n\times 2n$ matrix $M$, with $n$ the number of particle–hole pairs, from that of the $n\times n$ matrix $A+BT$ once $T$ is known.

It is convenient to work with independent lower blocks,
$$M=\begin{pmatrix}A&B\\-B'&-A'\end{pmatrix},\qquad S=\begin{pmatrix}1&U\\T&1\end{pmatrix},\qquad D=\begin{pmatrix}A+BT&0\\0&-(A'+B'U)\end{pmatrix}.$$
Block multiplication gives
$$MS=\begin{pmatrix}A+BT&AU+B\\-B'-A'T&-B'U-A'\end{pmatrix},\qquad SD=\begin{pmatrix}A+BT&-U(A'+B'U)\\T(A+BT)&-(A'+B'U)\end{pmatrix}.$$
The diagonal blocks agree identically. The lower-left blocks agree exactly when $B'+A'T+TA+TBT=0$, and the upper-right blocks exactly when $B+AU+UA'+UB'U=0$, which is the same equation with primed and unprimed blocks exchanged. Under both equations $MS=SD$.

The factorisation
$$S=\begin{pmatrix}1&0\\T&1\end{pmatrix}\begin{pmatrix}1&U\\0&1-TU\end{pmatrix}$$
gives $\det S=\det(1-TU)$. If $1-TU$ is invertible, so is $S$, and $S^{-1}MS=D$. From $MS=SD$ follows $(x-M)S=S(x-D)$, hence $\chi_M\det S=\det S\,\chi_D$, and the invertible constant $\det S$ cancels. The determinant of $x-D$ is the product of the determinants of its two blocks. For $A'=A$, $B'=B$, $U=T$ the two equations coincide, and this is the claim.

With $U=0$ no invertibility is needed. The matrix $S_0=\begin{pmatrix}1&0\\T&1\end{pmatrix}$ has determinant one, and the equation for $T$ alone gives
$$MS_0=\begin{pmatrix}A+BT&B\\-B'-A'T&-A'\end{pmatrix}=S_0\begin{pmatrix}A+BT&B\\0&-(A'+TB)\end{pmatrix},$$
so $\chi_M=\chi_{A+BT}\,\chi_{-(A'+TB)}$. In the RPA case with symmetric $A$, $B$, $T$ one has $(A+BT)^{\mathsf T}=A+TB$, and a matrix shares its characteristic polynomial with its transpose, so the factorisation in the claim holds again.

## Formal development

The scalars `K` form a commutative ring, and the finite index type `n` labels the particle–hole pairs.

In Lean 4 with Mathlib:

```lean
import Mathlib

open Matrix Polynomial

namespace RingCCDRiccati

noncomputable section

variable {K : Type*} [CommRing K] {n : Type*} [Fintype n] [DecidableEq n]
```

A $2n\times2n$ matrix is indexed by `n ⊕ n`, the first copy for the $X$ components and the second for $Y$. The arguments of `fromBlocks` are the upper-left, upper-right, lower-left and lower-right blocks, so the metric sign sits in the lower row.

```lean
/-- The general linear-response block matrix `[[A, B], [-B', -A']]`. -/
def responseMatrix (A B A' B' : Matrix n n K) : Matrix (n ⊕ n) (n ⊕ n) K :=
  fromBlocks A B (-B') (-A')

/-- The RPA matrix `[[A, B], [-B, -A]]`. -/
def rpaMatrix (A B : Matrix n n K) : Matrix (n ⊕ n) (n ⊕ n) K :=
  fromBlocks A B (-B) (-A)
```

The amplitude equations are propositions about given matrices. `Riccati A B A' B' T` is the condition on the lower-left block, and `Riccati A' B' A B U` is the mirrored condition on the upper-right block. `RingCCD A B T` and `rpaMatrix A B` are the general definitions at $A'=A$, $B'=B$.

```lean
/-- The Riccati equation `B' + A' T + T A + T B T = 0` for amplitudes `T`. -/
def Riccati (A B A' B' T : Matrix n n K) : Prop :=
  B' + A' * T + T * A + T * B * T = 0

/-- The ring-CCD amplitude equation `B + A T + T A + T B T = 0`. -/
def RingCCD (A B T : Matrix n n K) : Prop :=
  B + A * T + T * A + T * B * T = 0
```

`frame T U` is $S$, with $T$ below the diagonal and $U$ above it. `conjM` conjugates each entry and does not transpose.

```lean
/-- The block matrix `[[1, U], [T, 1]]` built from two amplitude matrices. -/
def frame (T U : Matrix n n K) : Matrix (n ⊕ n) (n ⊕ n) K :=
  fromBlocks 1 U T 1

/-- Entrywise complex conjugate of a matrix. -/
def conjM (A : Matrix n n ℂ) : Matrix n n ℂ :=
  A.map (starRingEnd ℂ)
```

The first lemma is the cancellation argument. `charmatrix` is $x-M$ with polynomial entries, so `h2` lifts $MS=SD$ to matrices over `K[X]`, and `h1` is $(x-M)S=S(x-D)$, using that $x\cdot 1$ commutes with $S$. Then `h3` takes determinants, and the last line cancels the constant polynomial $\det S$. Over a ring, `IsUnit` means having a multiplicative inverse. For a real determinant it means nonzero.

```lean
/-- If `M S = S D` and `det S` is invertible, then `M` and `D` have the same
characteristic polynomial. -/
theorem charpoly_eq_of_intertwine {m : Type*} [Fintype m] [DecidableEq m]
    (M D S : Matrix m m K) (h : M * S = S * D) (hS : IsUnit S.det) :
    M.charpoly = D.charpoly := by
  have h2 := congrArg (fun N : Matrix m m K => (C : K →+* K[X]).mapMatrix N) h
  simp only [map_mul] at h2
  -- `S` also intertwines `X - M` and `X - D`
  have h1 : M.charmatrix * (C : K →+* K[X]).mapMatrix S
      = (C : K →+* K[X]).mapMatrix S * D.charmatrix := by
    unfold Matrix.charmatrix
    rw [sub_mul, mul_sub, h2,
      (Matrix.scalar_commute (X : K[X]) (fun r => Commute.all _ _) _).eq]
  have h3 := congrArg Matrix.det h1
  rw [det_mul, det_mul, ← RingHom.map_det, mul_comm] at h3
  unfold Matrix.charpoly
  exact (hS.map (C : K →+* K[X])).mul_left_cancel h3
```

The identity $MS=SD$ is split by `fromBlocks_inj` into four block equations. `noncomm_ring` closes the diagonal ones by expansion without commuting factors. In the off-diagonal ones, `linear_combination` checks that the difference of the two sides is the left side of `hU` or of `hT`.

```lean
/-- If `T` solves the Riccati equation and `U` the one with primed and unprimed blocks
exchanged, then `M S = S diag(A + B T, -(A' + B' U))` with `S = [[1, U], [T, 1]]`. -/
theorem response_mul_frame (A B A' B' T U : Matrix n n K)
    (hT : Riccati A B A' B' T) (hU : Riccati A' B' A B U) :
    responseMatrix A B A' B' * frame T U
      = frame T U * fromBlocks (A + B * T) 0 0 (-(A' + B' * U)) := by
  unfold Riccati at hT hU
  unfold responseMatrix frame
  rw [fromBlocks_multiply, fromBlocks_multiply, fromBlocks_inj]
  -- the off-diagonal blocks are exactly the two Riccati equations
  refine ⟨?_, ?_, ?_, ?_⟩
  · noncomm_ring
  · linear_combination (norm := noncomm_ring) hU
  · symm
    linear_combination (norm := noncomm_ring) hT
  · noncomm_ring
```

The determinant of the frame comes from the Mathlib formula for a block matrix whose upper-left block is the identity.

```lean
/-- The determinant of `[[1, U], [T, 1]]` equals `det (1 - T U)`. -/
theorem det_frame (T U : Matrix n n K) : (frame T U).det = (1 - T * U).det := by
  unfold frame
  exact det_fromBlocks_one₁₁ U T 1
```

The general theorem combines these three results. Mathlib defines `⁻¹` for every square matrix and returns zero when the determinant is not a unit, so the first conjunct, `IsUnit (frame T U)`, is what makes the second a similarity. The third uses the product formula for a matrix whose lower-left block vanishes.

```lean
/-- With both Riccati equations and `1 - T U` invertible, `S = [[1, U], [T, 1]]` is invertible,
`S⁻¹ M S = diag(A + B T, -(A' + B' U))`, and the characteristic polynomial of `M` is the
product of those of the two blocks. -/
theorem response_block_diagonal (A B A' B' T U : Matrix n n K)
    (hT : Riccati A B A' B' T) (hU : Riccati A' B' A B U) (hinv : IsUnit (1 - T * U)) :
    IsUnit (frame T U) ∧
    (frame T U)⁻¹ * responseMatrix A B A' B' * frame T U
      = fromBlocks (A + B * T) 0 0 (-(A' + B' * U)) ∧
    (responseMatrix A B A' B').charpoly
      = (A + B * T).charpoly * (-(A' + B' * U)).charpoly := by
  have hdet : IsUnit (frame T U).det := by
    rw [det_frame]
    exact (Matrix.isUnit_iff_isUnit_det _).mp hinv
  have hint := response_mul_frame A B A' B' T U hT hU
  refine ⟨(Matrix.isUnit_iff_isUnit_det _).mpr hdet, ?_, ?_⟩
  · rw [Matrix.mul_assoc, hint, ← Matrix.mul_assoc, nonsing_inv_mul _ hdet, Matrix.one_mul]
  · rw [charpoly_eq_of_intertwine _ _ _ hint hdet, Matrix.charpoly_fromBlocks_zero₂₁]
```

The main theorem is the case $U=T$, where `hT` serves for both equations. For every `A`, `B`, `T` with `RingCCD A B T` and `IsUnit (1 - T ^ 2)`, it gives the invertibility of $S$, the block-diagonal form and the factorisation. No symmetry is assumed. It says nothing on whether a solution $T$ exists, which solution is the physical one, or whether the eigenvalues of $A+BT$ are real or positive.

```lean
/-- If `T` solves the ring-CCD equation and `1 - T²` is invertible, then `S = [[1, T], [T, 1]]`
is invertible, brings the RPA matrix to `diag(A + B T, -(A + B T))`, and the RPA characteristic
polynomial is the product of those of `A + B T` and `-(A + B T)`. -/
theorem ringCCD_block_diagonal (A B T : Matrix n n K)
    (hT : RingCCD A B T) (hinv : IsUnit (1 - T ^ 2)) :
    IsUnit (frame T T) ∧
    (frame T T)⁻¹ * rpaMatrix A B * frame T T
      = fromBlocks (A + B * T) 0 0 (-(A + B * T)) ∧
    (rpaMatrix A B).charpoly = (A + B * T).charpoly * (-(A + B * T)).charpoly := by
  rw [pow_two] at hinv
  exact response_block_diagonal A B A B T T hT hT hinv
```

For complex orbitals the matrix is $\begin{pmatrix}A&B\\-\bar B&-\bar A\end{pmatrix}$. Conjugating $\bar B+\bar AT+TA+TBT=0$ entrywise gives $B+A\bar T+\bar T\bar A+\bar T\bar B\bar T=0$, the mirrored equation for $U=\bar T$, and this is `hU`. The invertibility hypothesis becomes that of $1-T\bar T$, and `e` identifies the second block as $-\overline{(A+BT)}$. Hermiticity of $A$ and symmetry of $B$ are not used.

```lean
/-- Complex case `M = [[A, B], [-conj B, -conj A]]`: if `conj B + conj A T + T A + T B T = 0`
and `1 - T conj T` is invertible, then `[[1, conj T], [T, 1]]` is invertible, brings `M` to
`diag(A + B T, -conj (A + B T))`, and the characteristic polynomial factorises accordingly. -/
theorem complex_block_diagonal (A B T : Matrix n n ℂ)
    (hT : Riccati A B (conjM A) (conjM B) T) (hinv : IsUnit (1 - T * conjM T)) :
    IsUnit (frame T (conjM T)) ∧
    (frame T (conjM T))⁻¹ * responseMatrix A B (conjM A) (conjM B) * frame T (conjM T)
      = fromBlocks (A + B * T) 0 0 (-conjM (A + B * T)) ∧
    (responseMatrix A B (conjM A) (conjM B)).charpoly
      = (A + B * T).charpoly * (-conjM (A + B * T)).charpoly := by
  have hadd : ∀ P Q : Matrix n n ℂ, conjM (P + Q) = conjM P + conjM Q := by
    intro P Q
    ext i j
    simp [conjM]
  have hmul : ∀ P Q : Matrix n n ℂ, conjM (P * Q) = conjM P * conjM Q := by
    intro P Q
    ext i j
    simp [conjM, Matrix.mul_apply, map_sum]
  have hinvol : ∀ P : Matrix n n ℂ, conjM (conjM P) = P := by
    intro P
    ext i j
    simp [conjM]
  have hzero : conjM (0 : Matrix n n ℂ) = 0 := by
    ext i j
    simp [conjM]
  -- conjugating the Riccati equation gives the mirrored equation for `conj T`
  have hU : Riccati (conjM A) (conjM B) A B (conjM T) := by
    unfold Riccati at hT ⊢
    have h := congrArg conjM hT
    simp only [hadd, hmul, hinvol, hzero] at h
    exact h
  have e : conjM (A + B * T) = conjM A + conjM B * conjM T := by
    rw [hadd, hmul]
  rw [e]
  exact response_block_diagonal A B (conjM A) (conjM B) T (conjM T) hT hU hinv
```

The triangular form uses `frame T 0`. Its second factor contains $TB$ where the main theorem has $BT$.

```lean
/-- For any solution `T` of the Riccati equation, the characteristic polynomial of
`[[A, B], [-B', -A']]` is the product of those of `A + B T` and `-(A' + T B)`. -/
theorem charpoly_triangular (A B A' B' T : Matrix n n K) (hT : Riccati A B A' B' T) :
    (responseMatrix A B A' B').charpoly
      = (A + B * T).charpoly * (-(A' + T * B)).charpoly := by
  -- the frame `[[1, 0], [T, 1]]` has determinant one and block-triangularises the matrix
  have hint : responseMatrix A B A' B' * frame T 0
      = frame T 0 * fromBlocks (A + B * T) B 0 (-(A' + T * B)) := by
    unfold Riccati at hT
    unfold responseMatrix frame
    rw [fromBlocks_multiply, fromBlocks_multiply, fromBlocks_inj]
    refine ⟨?_, ?_, ?_, ?_⟩
    · noncomm_ring
    · noncomm_ring
    · symm
      linear_combination (norm := noncomm_ring) hT
    · noncomm_ring
  have hdet : IsUnit (frame T (0 : Matrix n n K)).det := by
    rw [det_frame]
    simp
  rw [charpoly_eq_of_intertwine _ _ _ hint hdet, Matrix.charpoly_fromBlocks_zero₂₁]
```

Under symmetry of all three matrices, `htr` gives invariance of the characteristic polynomial under transposition and `e` is $(-(A+BT))^{\mathsf T}=-(A+TB)$. Symmetry of $T$ is a hypothesis and is not derived from that of $A$ and $B$. The conclusion is the factorisation only. A scalar check by hand, not contained in the file, shows that similarity can fail here: $A=1$, $B=-1$, $T=1$ solve the equation and give $A+BT=0$, while $M\neq0$.

```lean
/-- For symmetric `A`, `B`, `T` solving the ring-CCD equation, the RPA characteristic
polynomial is the product of those of `A + B T` and `-(A + B T)`. -/
theorem ringCCD_charpoly_of_symm (A B T : Matrix n n K)
    (hA : A.IsSymm) (hB : B.IsSymm) (hTs : T.IsSymm) (hT : RingCCD A B T) :
    (rpaMatrix A B).charpoly = (A + B * T).charpoly * (-(A + B * T)).charpoly := by
  have key : (rpaMatrix A B).charpoly
      = (A + B * T).charpoly * (-(A + T * B)).charpoly := charpoly_triangular A B A B T hT
  have htr : ∀ M : Matrix n n K, Mᵀ.charpoly = M.charpoly := by
    intro M
    have h1 : Mᵀ.charmatrix = M.charmatrixᵀ := by
      refine Matrix.ext fun i j => ?_
      by_cases h : i = j
      · subst h
        simp
      · simp [h, Ne.symm h]
    unfold Matrix.charpoly
    rw [h1, det_transpose]
  -- by symmetry `A + T B` is the transpose of `A + B T`
  have e : (-(A + B * T))ᵀ = -(A + T * B) := by
    rw [transpose_neg, transpose_add, transpose_mul, hA.eq, hB.eq, hTs.eq]
  rw [key, ← e, htr]
```

If invertibility is dropped and the matrices are not all symmetric, the factorisation itself can fail. In the example $A$ and $T$ are symmetric, $B$ is not, and $T^2=1$. One has $AT+TA=0$ and $TBT=-B$, so the equation holds. If the factorisation held, comparison with `charpoly_triangular` and cancellation of the monic factor $\chi_{A+BT}$ would give $\chi_{-(A+TB)}=\chi_{-(A+BT)}$. The constant coefficients would then force equal determinants, but these are $-2$ and $0$.

```lean
/-- A real `2 × 2` solution of the ring-CCD equation with `1 - T² = 0` for which the RPA
characteristic polynomial differs from the product of those of `A + B T` and `-(A + B T)`. -/
theorem factorisation_fails_example (A B T : Matrix (Fin 2) (Fin 2) ℝ)
    (hA : A = !![0, 1; 1, 0]) (hB : B = !![0, 1; 0, 0]) (hT : T = !![1, 0; 0, -1]) :
    RingCCD A B T ∧ 1 - T ^ 2 = 0 ∧
    (rpaMatrix A B).charpoly ≠ (A + B * T).charpoly * (-(A + B * T)).charpoly := by
  have hR : RingCCD A B T := by
    unfold RingCCD
    ext i j
    fin_cases i <;> fin_cases j <;> simp [hA, hB, hT]
  refine ⟨hR, ?_, ?_⟩
  · rw [pow_two]
    ext i j
    fin_cases i <;> fin_cases j <;> simp [hT]
  · intro h
    have key : (rpaMatrix A B).charpoly
        = (A + B * T).charpoly * (-(A + T * B)).charpoly := charpoly_triangular A B A B T hR
    rw [key] at h
    -- cancel the common monic factor and compare determinants
    have h2 := mul_left_cancel₀ (Matrix.charpoly_monic (A + B * T)).ne_zero h
    have hd : (-(A + T * B)).det = (-(A + B * T)).det := by
      rw [det_eq_sign_charpoly_coeff, det_eq_sign_charpoly_coeff, h2]
    have e1 : -(A + T * B) = !![0, -2; -1, 0] := by
      ext i j
      fin_cases i <;> fin_cases j <;> simp [hA, hB, hT]
      all_goals norm_num
    have e2 : -(A + B * T) = !![0, 0; -1, 0] := by
      ext i j
      fin_cases i <;> fin_cases j <;> simp [hA, hB, hT]
    rw [e1, e2, det_fin_two_of, det_fin_two_of] at hd
    norm_num at hd
```

The last theorem gives a real symmetric instance of the hypotheses of both `ringCCD_block_diagonal` and `ringCCD_charpoly_of_symm`. For diagonal $T$ with entries $t_i$ the equation reads $B_{ij}(1+t_it_j)+A_{ij}(t_i+t_j)=0$. With $t_1=-\tfrac12$, $t_2=-\tfrac13$ the entries are $5-5$, $\tfrac{10}{3}-\tfrac{10}{3}$ and $\tfrac76-\tfrac76$. Also $1-T^2=\operatorname{diag}(\tfrac34,\tfrac89)$ is invertible, and the upper-right entries of $BT$ and $TB$ are $-\tfrac13$ and $-\tfrac12$, so $B$ and $T$ do not commute.

```lean
/-- Explicit symmetric real `2 × 2` matrices with `B T ≠ T B` that solve the ring-CCD
equation with `1 - T²` invertible. -/
theorem ringCCD_witness (A B T : Matrix (Fin 2) (Fin 2) ℝ)
    (hA : A = !![5, 7 / 5; 7 / 5, 5]) (hB : B = !![4, 1; 1, 3])
    (hT : T = !![-1 / 2, 0; 0, -1 / 3]) :
    RingCCD A B T ∧ IsUnit (1 - T ^ 2) ∧ A.IsSymm ∧ B.IsSymm ∧ T.IsSymm ∧
    B * T ≠ T * B := by
  refine ⟨?_, ?_, ?_, ?_, ?_, ?_⟩
  · unfold RingCCD
    ext i j
    fin_cases i <;> fin_cases j <;> simp [hA, hB, hT]
    all_goals norm_num
  · have e : 1 - T ^ 2 = !![3 / 4, 0; 0, 8 / 9] := by
      rw [pow_two]
      ext i j
      fin_cases i <;> fin_cases j <;> simp [hT]
      all_goals norm_num
    rw [e, Matrix.isUnit_iff_isUnit_det, det_fin_two_of, isUnit_iff_ne_zero]
    norm_num
  · show Aᵀ = A
    ext i j
    fin_cases i <;> fin_cases j <;> simp [hA]
  · show Bᵀ = B
    ext i j
    fin_cases i <;> fin_cases j <;> simp [hB]
  · show Tᵀ = T
    ext i j
    fin_cases i <;> fin_cases j <;> simp [hT]
  · intro h
    have e1 : (B * T) 0 1 = -1 / 3 := by simp [hB, hT]
    have e2 : (T * B) 0 1 = -1 / 2 := by simp [hB, hT]
    rw [h, e2] at e1
    norm_num at e1

end

end RingCCDRiccati
```

```lean
#print axioms RingCCDRiccati.ringCCD_block_diagonal
-- 'RingCCDRiccati.ringCCD_block_diagonal' depends on axioms: [propext, Classical.choice, Quot.sound]
#print axioms RingCCDRiccati.complex_block_diagonal
-- 'RingCCDRiccati.complex_block_diagonal' depends on axioms: [propext, Classical.choice, Quot.sound]
#print axioms RingCCDRiccati.ringCCD_charpoly_of_symm
-- 'RingCCDRiccati.ringCCD_charpoly_of_symm' depends on axioms: [propext, Classical.choice, Quot.sound]
#print axioms RingCCDRiccati.factorisation_fails_example
-- 'RingCCDRiccati.factorisation_fails_example' depends on axioms: [propext, Classical.choice, Quot.sound]
```
